# For a strictly positive interaction, exchange cancels the Hartree sum exactly when the density matrix has rank at most one

Take two sites and one spin channel. Let g be the one-particle density matrix, with densities g_11 and g_22 and coherence g_12, and let V_xy > 0 be the interaction between sites x and y. The Hartree sum weights g_xx g_yy by V_xy, and the exchange sum weights |g_xy|² in the same way. The diagonal terms cancel in the difference:

Hartree − exchange = (V_12 + V_21)(g_11 g_22 − |g_12|²) = (V_12 + V_21) det g.

A positive semidefinite g has det g ≥ 0, and det g = 0 means that its rank is at most one. On more sites, the same 2×2 determinant appears for every pair.

## Sites, sums and interaction

The sites form a finite type `n`, and g is a complex matrix indexed by it.

```lean
import Mathlib

open Matrix
open scoped ComplexOrder

noncomputable section

namespace OneElectronExchange

variable {n : Type*} [Fintype n]
```

The exchange sum is ∑_xy V_xy |g_xy|². In the mean-field energy it enters with a factor −1/2, which is left out here.

```lean
/-- The exchange sum of `V x y * |g x y|^2` over all pairs of sites. -/
def exchange (V : n → n → ℝ) (g : Matrix n n ℂ) : ℝ :=
  ∑ x, ∑ y, V x y * ‖g x y‖ ^ 2
```

The Hartree sum is ∑_xy V_xy g_xx g_yy, which enters the energy with a factor +1/2. Lean takes the real parts of the diagonal entries so that the sum is a real number. `V` need not be symmetric.

```lean
/-- The Hartree sum of `V x y` times the densities at `x` and `y`, the density at a site being
the real part of the diagonal entry of `g`. -/
def hartree (V : n → n → ℝ) (g : Matrix n n ℂ) : ℝ :=
  ∑ x, ∑ y, V x y * ((g x x).re * (g y y).re)
```

A purely on-site interaction, V_xy = U δ_xy, will serve as a counter-example.

```lean
/-- An interaction of strength `U` that acts only between particles on the same site. -/
def onsite [DecidableEq n] (U : ℝ) (x y : n) : ℝ := if x = y then U else 0
```

## Coherences are bounded by densities

Since g is Hermitian, g_xx equals its own conjugate, so taking the real part loses nothing.

```lean
omit [Fintype n] in
/-- The site densities of a Hermitian density matrix are real. -/
lemma density_real {g : Matrix n n ℂ} (hg : g.IsHermitian) (x : n) :
    ((g x x).re : ℂ) = g x x :=
  Complex.conj_eq_iff_re.mp (hg.apply x x)
```

Hermiticity also gives g_yx = g_xy*, hence g_xy g_yx = |g_xy|².

```lean
omit [Fintype n] in
/-- For a Hermitian density matrix, the product of the two coherences between a pair of sites
is their squared modulus. -/
lemma coherence_mul {g : Matrix n n ℂ} (hg : g.IsHermitian) (x y : n) :
    g x y * g y x = ((‖g x y‖ ^ 2 : ℝ) : ℂ) := by
  rw [← hg.apply y x, Complex.star_def, Complex.mul_conj, Complex.normSq_eq_norm_sq]
```

The principal minor of a positive semidefinite matrix on the sites x, y is non-negative:

0 ≤ g_xx g_yy − g_xy g_yx = g_xx g_yy − |g_xy|².

Lean forms this 2×2 matrix with `submatrix ![x, y]`, which also covers x = y.

```lean
omit [Fintype n] in
/-- The squared coherence between two sites is at most the product of their densities. -/
theorem coherence_sq_le {g : Matrix n n ℂ} (hg : g.PosSemidef) (x y : n) :
    ‖g x y‖ ^ 2 ≤ (g x x).re * (g y y).re := by
  -- the principal minor on the sites x, y is non-negative
  have hd : 0 ≤ g x x * g y y - g x y * g y x := by
    have h := (hg.submatrix ![x, y]).det_nonneg
    rw [Matrix.det_fin_two] at h
    simpa using h
  rw [coherence_mul hg.1, ← density_real hg.1 x, ← density_real hg.1 y] at hd
  have h : 0 ≤ (g x x).re * (g y y).re - ‖g x y‖ ^ 2 := by exact_mod_cast hd
  linarith
```

## Saturated pairs leave one orbital

Fix a site o and set M_xy = g_oo g_xy − g_xo g_oy. With C_xy = g_oo δ_xy − δ_xo g_oy, one finds gC = M. Because M_oy = 0,

(C†gC)_xy = g_oo M_xy − g_xo M_oy = g_oo M_xy.

A matrix of the form C†gC is positive semidefinite, so g_oo M is too.

```lean
/-- If `g` is positive semidefinite, so is the matrix with entries `g o o * (g o o * g x y - g x o *
g o y)`. For `g o o ≠ 0` this is a scaled Schur complement, padded with zeros at the site `o`. -/
theorem schur_posSemidef {g : Matrix n n ℂ} (hg : g.PosSemidef) (o : n) :
    (Matrix.of fun x y => g o o * (g o o * g x y - g x o * g o y)).PosSemidef := by
  classical
  let C : Matrix n n ℂ := Matrix.of fun x y =>
    (if x = y then g o o else 0) - (if x = o then g o y else 0)
  have hoo : (starRingEnd ℂ) (g o o) = g o o := hg.1.apply o o
  have hM : g * C = Matrix.of fun x y => g o o * g x y - g x o * g o y := by
    ext x y
    simp [C, Matrix.mul_apply, mul_sub, Finset.sum_sub_distrib]
    ring
  -- the matrix is the congruence transform of g by C
  have h := hg.conjTranspose_mul_mul_same C
  rw [Matrix.mul_assoc, hM] at h
  convert h using 1
  ext x y
  simp [C, Matrix.mul_apply, sub_mul, Finset.sum_sub_distrib,
    apply_ite (starRingEnd ℂ), hoo]
```

Now suppose |g_xy|² = g_xx g_yy for all pairs. If every density vanishes, then g = 0 and φ = 0 will do. Otherwise choose o with g_oo > 0. Then M_xx = g_oo g_xx − |g_xo|² = 0, so g_oo M has zero diagonal, and the bound on coherences makes it vanish altogether. Therefore

g_xy = g_xo g_oy / g_oo = φ_x φ_y*, with φ_x = g_xo / √g_oo.

In Lean this product is `vecMulVec φ (star φ)`. The orbital is not normalised: ∑_x |φ_x|² is the particle number tr g.

```lean
/-- If every squared coherence equals the product of the two densities, the density matrix is
built from a single orbital. -/
theorem exists_orbital {g : Matrix n n ℂ} (hg : g.PosSemidef)
    (hs : ∀ x y, ‖g x y‖ ^ 2 = (g x x).re * (g y y).re) :
    ∃ φ : n → ℂ, g = vecMulVec φ (star φ) := by
  by_cases h0 : ∀ x, (g x x).re = 0
  · refine ⟨0, ?_⟩
    ext x y
    have h := hs x y
    rw [h0 x, zero_mul] at h
    have hz : g x y = 0 := norm_eq_zero.mp (pow_eq_zero_iff two_ne_zero |>.mp h)
    simp [hz, vecMulVec_apply]
  · -- choose an occupied site o
    obtain ⟨o, ho⟩ := not_forall.mp h0
    have hnn : 0 ≤ g o o := hg.diag_nonneg
    have hre : 0 ≤ (g o o).re := (Complex.le_def.mp hnn).1
    have hne : g o o ≠ 0 := fun h => ho (by rw [h, Complex.zero_re])
    have hdiag : ∀ x, g o o * g x x - g x o * g o x = 0 := by
      intro x
      rw [coherence_mul hg.1, hs x o, Complex.ofReal_mul, density_real hg.1,
        density_real hg.1]
      ring
    -- the Schur complement has zero diagonal, hence vanishes
    have hzero : ∀ x y, g o o * g x y - g x o * g o y = 0 := by
      intro x y
      have h := coherence_sq_le (schur_posSemidef hg o) x y
      simp only [Matrix.of_apply, hdiag, mul_zero, Complex.zero_re] at h
      have h1 : ‖g o o * (g o o * g x y - g x o * g o y)‖ = 0 :=
        pow_eq_zero_iff two_ne_zero |>.mp (le_antisymm h (sq_nonneg _))
      exact (mul_eq_zero.mp (norm_eq_zero.mp h1)).resolve_left hne
    have hsq : ((√(g o o).re : ℝ) : ℂ) * ((√(g o o).re : ℝ) : ℂ) = g o o := by
      rw [← Complex.ofReal_mul, Real.mul_self_sqrt hre, density_real hg.1]
    refine ⟨fun x => g x o / ((√(g o o).re : ℝ) : ℂ), ?_⟩
    ext x y
    have hst : (starRingEnd ℂ) (g y o) = g o y := hg.1.apply o y
    rw [vecMulVec_apply, Pi.star_apply, Complex.star_def, map_div₀, Complex.conj_ofReal,
      hst, div_mul_div_comm, hsq, eq_div_iff hne]
    linear_combination hzero x y
```

Conversely, if the rank is at most one, all columns are multiples of one vector v, so g_xy = c_y v_x. Then

|g_xy|² = g_xy g_yx = c_y v_x c_x v_y = g_xx g_yy.

```lean
/-- In a Hermitian density matrix of rank at most one, every squared coherence equals the
product of the two densities. -/
theorem coherence_sq_eq_of_rank {g : Matrix n n ℂ} (hg : g.IsHermitian) (hr : g.rank ≤ 1)
    (x y : n) : ‖g x y‖ ^ 2 = (g x x).re * (g y y).re := by
  classical
  have hr' : Module.finrank ℂ (LinearMap.range g.mulVecLin) ≤ 1 := hr
  obtain ⟨v, hv⟩ := finrank_le_one_iff.mp hr'
  -- all columns are multiples of one vector
  have hcol : ∀ j, ∃ c : ℂ, ∀ i, g i j = c * v.1 i := by
    intro j
    obtain ⟨c, hc⟩ := hv ⟨g.mulVecLin (Pi.single j 1), LinearMap.mem_range_self _ _⟩
    refine ⟨c, fun i => ?_⟩
    have h := congrFun (congrArg Subtype.val hc) i
    simpa using h.symm
  choose c hc using hcol
  apply Complex.ofReal_injective
  rw [← coherence_mul hg, Complex.ofReal_mul, density_real hg, density_real hg,
    hc y x, hc x y, hc x x, hc y y]
  ring
```

## From pairs to sums

Multiplying the pair bound by V_xy ≥ 0 and summing gives the inequality.

```lean
/-- For a non-negative interaction the exchange sum is at most the Hartree sum. -/
theorem exchange_le_hartree {V : n → n → ℝ} (hV : ∀ x y, 0 ≤ V x y)
    {g : Matrix n n ℂ} (hg : g.PosSemidef) : exchange V g ≤ hartree V g :=
  Finset.sum_le_sum fun x _ => Finset.sum_le_sum fun y _ =>
    mul_le_mul_of_nonneg_left (coherence_sq_le hg x y) (hV x y)
```

If the sums are equal, terms that are ordered one by one must be equal one by one. Lean uses this first for the sum over x, then for the sum over y. Dividing by V_xy > 0 saturates every pair, and the orbital follows. The converse holds because φφ† has rank at most one.

```lean
/-- For a strictly positive interaction, exchange cancels the Hartree sum exactly when the
density matrix is built from a single orbital. -/
theorem exchange_eq_hartree_iff_orbital {V : n → n → ℝ} (hV : ∀ x y, 0 < V x y)
    {g : Matrix n n ℂ} (hg : g.PosSemidef) :
    exchange V g = hartree V g ↔ ∃ φ : n → ℂ, g = vecMulVec φ (star φ) := by
  constructor
  · intro h
    have hle : ∀ x y, V x y * ‖g x y‖ ^ 2 ≤ V x y * ((g x x).re * (g y y).re) :=
      fun x y => mul_le_mul_of_nonneg_left (coherence_sq_le hg x y) (hV x y).le
    -- equal sums of ordered terms are equal term by term
    have h1 := (Finset.sum_eq_sum_iff_of_le
      (fun x _ => Finset.sum_le_sum fun y _ => hle x y)).mp h
    refine exists_orbital hg fun x y => ?_
    have h2 := (Finset.sum_eq_sum_iff_of_le (fun y _ => hle x y)).mp
      (h1 x (Finset.mem_univ x)) y (Finset.mem_univ y)
    exact mul_left_cancel₀ (hV x y).ne' h2
  · rintro ⟨φ, hφ⟩
    have hr : g.rank ≤ 1 := by
      rw [hφ]
      exact rank_vecMulVec_le _ _
    exact Finset.sum_congr rfl fun x _ => Finset.sum_congr rfl fun y _ => by
      rw [coherence_sq_eq_of_rank hg.1 hr x y]
```

Together these steps give the inequality and its equality case.

```lean
/-- For a positive semidefinite density matrix and a strictly positive interaction, the exchange
sum is at most the Hartree sum, with equality if and only if the rank is at most one. -/
theorem exchange_le_hartree_and_eq_iff_rank {V : n → n → ℝ} (hV : ∀ x y, 0 < V x y)
    {g : Matrix n n ℂ} (hg : g.PosSemidef) :
    exchange V g ≤ hartree V g ∧ (exchange V g = hartree V g ↔ g.rank ≤ 1) := by
  refine ⟨exchange_le_hartree (fun x y => (hV x y).le) hg, fun h => ?_, fun hr => ?_⟩
  · obtain ⟨φ, hφ⟩ := (exchange_eq_hartree_iff_orbital hV hg).mp h
    rw [hφ]
    exact rank_vecMulVec_le _ _
  · exact Finset.sum_congr rfl fun x _ => Finset.sum_congr rfl fun y _ => by
      rw [coherence_sq_eq_of_rank hg.1 hr x y]
```

For strictly positive density–density interactions on finitely many sites, this identifies when the same-spin Hartree–Fock interaction energy vanishes. With several occupied orbitals the self-interaction of each one still cancels, but a positive energy from pairs of different orbitals remains. The condition concerns orbitals, not electron number: g = φφ†/2 with φ normalised holds half an electron and still gives equality. The theorem also allows occupations above one, which the Pauli principle forbids in a single spin channel.

In a lattice code the quantity to evaluate is ½ ∑_xy V_xy (g_xx g_yy − |g_xy|²), which should vanish to rounding for one electron in a single orbital. If only a fraction α of exchange is kept and nothing replaces the rest, (1 − α)/2 times the Hartree sum remains for such an electron.

## On-site repulsion cannot count orbitals

For V_xy = U δ_xy, only the terms with x = y survive, and both sums equal U ∑_x g_xx².

```lean
/-- For a purely on-site interaction the exchange and Hartree sums agree for every Hermitian
density matrix. -/
theorem onsite_exchange_eq_hartree [DecidableEq n] (U : ℝ) {g : Matrix n n ℂ}
    (hg : g.IsHermitian) : exchange (onsite U) g = hartree (onsite U) g := by
  refine Finset.sum_congr rfl fun x _ => Finset.sum_congr rfl fun y _ => ?_
  by_cases hxy : x = y
  · subst hxy
    have h : ‖g x x‖ ^ 2 = (g x x).re * (g x x).re := by
      apply Complex.ofReal_injective
      rw [← coherence_mul hg, Complex.ofReal_mul, density_real hg]
    rw [h]
  · simp [onsite, hxy]
```

The identity on two sites describes two same-spin electrons, one per site. Its rank is two, yet both sums equal 2U, so the equality criterion fails for this interaction, which vanishes between different sites.

```lean
/-- The identity density matrix on two sites is positive semidefinite and has rank two, yet its
exchange and Hartree sums agree for an on-site interaction. -/
theorem onsite_rank_two (U : ℝ) :
    (1 : Matrix (Fin 2) (Fin 2) ℂ).PosSemidef ∧ (1 : Matrix (Fin 2) (Fin 2) ℂ).rank = 2 ∧
      exchange (onsite U) (1 : Matrix (Fin 2) (Fin 2) ℂ) =
        hartree (onsite U) (1 : Matrix (Fin 2) (Fin 2) ℂ) :=
  ⟨Matrix.PosSemidef.one, by simp [Matrix.rank_one],
    onsite_exchange_eq_hartree U Matrix.isHermitian_one⟩

end OneElectronExchange
```

```lean
#print axioms OneElectronExchange.exchange_le_hartree_and_eq_iff_rank
-- 'OneElectronExchange.exchange_le_hartree_and_eq_iff_rank' depends on axioms: [propext, Classical.choice, Quot.sound]
#print axioms OneElectronExchange.onsite_rank_two
-- 'OneElectronExchange.onsite_rank_two' depends on axioms: [propext, Classical.choice, Quot.sound]
```
